# The minimum energy of a Slater function in a Coulomb field reaches $-Z^2/(2(l+1)^2)$ only for $n=l+1$

Q: An electron moves around a fixed point nucleus of charge $Z>0$, in the lowest state with angular momentum $l$. I approximate its radial function by a single Slater function and adjust the exponent until the energy is lowest. How far does that energy stay above the hydrogenic value, which is $-Z^2/(2(l+1)^2)$ in atomic units? I am told this has been formalised, but I suspect that what was minimised is just a quadratic that somebody wrote down.

A: The quadratic is derived from an energy integral. Let $r$ be the distance from the nucleus and let $u(r)$ be $r$ times the radial wave function. Take $u=r^n e^{-ar}$ with an integer $n\ge1$ and an exponent $a>0$. In atomic units the energy is

$$E(a)=\frac{\int_0^\infty\left[\tfrac12u'^2+\left(\tfrac{l(l+1)}{2r^2}-\tfrac Zr\right)u^2\right]dr}{\int_0^\infty u^2\,dr}.$$

Since $u'=(n r^{n-1}-a r^n)e^{-ar}$, the integrand of the numerator is

$$\left[\tfrac{n^2+l(l+1)}2\,r^{2n-2}-(na+Z)\,r^{2n-1}+\tfrac{a^2}2\,r^{2n}\right]e^{-2ar}.$$

Each term is a moment $\int_0^\infty r^k e^{-br}dr=k!/b^{k+1}$ with $b=2a$. The norm is the moment with $k=2n$. Relative to it, the moment with $k=2n-2$ is $4a^2/(2n(2n-1))$ and the one with $k=2n-1$ is $a/n$. Therefore

$$E(a)=a^2\left[\frac{n^2+l(l+1)}{n(2n-1)}-1+\frac12\right]-\frac{Za}n=\frac{a^2\,(n+2l(l+1))}{2n(2n-1)}-\frac{Za}n.$$

Q: And the minimum?

A: Write $D=n+2l(l+1)$ and $C=D/(2n(2n-1))$, both positive. Completing the square gives

$$E(a)=C(a-a_*)^2-\frac{Z^2(2n-1)}{2nD},\qquad a_*=\frac{Z(2n-1)}{D}.$$

As $a_*>0$, the minimum is attained, and it equals the last term. Its distance from the hydrogenic value is

$$\frac{Z^2}2\left[\frac1{(l+1)^2}-\frac{2n-1}{nD}\right]=\frac{Z^2\left[nD-(2n-1)(l+1)^2\right]}{2n(l+1)^2D}.$$

The bracket on the right is $n^2-2n(l+1)+(l+1)^2=(n-l-1)^2$. The gap is never negative, and it vanishes exactly when $n=l+1$.

Q: Give me numbers.

A: In the smallest case, $n=1$ and $l=0$, we have $E(a)=a^2/2-Za$. The minimum is $-Z^2/2$ at $a=Z$, and there is no gap. Now keep $l=0$, set $Z=1$ and take $n=2$. Then $E(a)=a^2/6-a/2$, with its minimum at $a=3/2$, where $E=3/8-3/4=-3/8$. The hydrogenic value is $-1/2$, so the gap is $1/8$. The formula gives $1/(2\cdot2\cdot1\cdot2)=1/8$ as well.

Q: Now show me what the computer was told. First, which function?

A: The same $u$, with a natural number `n` and real `a` and `r`.

```lean
import Mathlib

open Set MeasureTheory

namespace SlaterVariationalGap

noncomputable section

/-- The radial Slater function `u(r) = r^n exp(-a r)`, where `u` is `r` times the radial
wave function. -/
def slaterRadial (n : ℕ) (a r : ℝ) : ℝ := r ^ n * Real.exp (-(a * r))
```

Q: That isn't normalised.

A: No, but the energy divides by the norm integral. The normalised function would carry the factor $(2a)^{n+1/2}/\sqrt{(2n)!}$, which cancels in the quotient.

```lean
/-- The energy expectation value, in atomic units, of `u`, which is `r` times a radial wave function
with angular momentum `l` in the Coulomb field of a charge `Z`. -/
def radialEnergy (Z : ℝ) (l : ℕ) (u : ℝ → ℝ) : ℝ :=
  (∫ r in Ioi (0 : ℝ), ((deriv u r) ^ 2 / 2 + (l * (l + 1) / (2 * r ^ 2) - Z / r) * u r ^ 2)) /
    ∫ r in Ioi (0 : ℝ), u r ^ 2
```

Q: The kinetic term is $u'^2/2$. I would have written $-uu''/2$.

A: For these functions the two integrals agree by parts, because $uu'$ vanishes at $r=0$ and at infinity when $n\ge1$. The definition fixes the first form. It also fixes atomic units, an infinitely heavy nucleus and a nonrelativistic electron. `Ioi 0` is the half-line $r>0$, and `deriv` is the ordinary derivative.

The next three definitions name $a_*$, the claimed minimum and the hydrogenic value.

```lean
/-- The exponent `Z (2n-1) / (n + 2l(l+1))`. -/
def optimalExponent (Z : ℝ) (l n : ℕ) : ℝ := Z * (2 * n - 1) / (n + 2 * l * (l + 1))

/-- The energy `-Z² (2n-1) / (2n (n + 2l(l+1)))`. -/
def slaterMinimum (Z : ℝ) (l n : ℕ) : ℝ :=
  -(Z ^ 2 * (2 * n - 1) / (2 * n * (n + 2 * l * (l + 1))))

/-- The hydrogenic energy `-Z² / (2 (l+1)²)`. -/
def hydrogenicLevel (Z : ℝ) (l : ℕ) : ℝ := -(Z ^ 2 / (2 * ((l : ℝ) + 1) ^ 2))
```

Q: So `hydrogenicLevel` is only a formula. Where is the hydrogen atom solved?

A: It isn't. Physically, the number is the lowest bound level in the channel $l$, known from the radial Schrödinger equation, but here it enters by definition. The inequality compares it with Slater functions of integer $n\ge1$ and says nothing about arbitrary trial functions.

Q: Then what exactly do the final theorems say?

A: `slater_variational_gap` assumes $Z>0$ and $n\ge1$, with any natural number $l$. Its first part uses `IsLeast`: among all energies `radialEnergy Z l (slaterRadial n a)` with $a>0$, `slaterMinimum Z l n` is the smallest, and some exponent attains it. The second part puts this minimum at or above `hydrogenicLevel Z l`, and the third says that the two are equal if and only if $n=l+1$. `slater_exact_iff` concerns one given function: its energy is the hydrogenic value if and only if $n=l+1$ and $a=Z/(l+1)$.

For the lowest state of angular momentum $l$ in a one-electron atom, described by a single basis function, this tells you what a wrong power of $r$ costs even after the exponent has been optimised.

Q: Let me follow the proof, then. The moments first.

A: They come from Mathlib's Gamma integral, with $\Gamma(k+1)=k!$.

```lean
/-- The radial moments of an exponential: the integral of `r^k exp(-b r)` is `k! / b^(k+1)`. -/
theorem slater_moment (k : ℕ) {b : ℝ} (hb : 0 < b) :
    ∫ r in Ioi (0 : ℝ), r ^ k * Real.exp (-(b * r)) = (k.factorial : ℝ) / b ^ (k + 1) := by
  have h := Real.integral_rpow_mul_exp_neg_mul_Ioi (a := (k : ℝ) + 1) (r := b)
    (by positivity) hb
  have e : (1 / b) ^ ((k : ℝ) + 1) = 1 / b ^ (k + 1) := by
    rw [← Nat.cast_succ, Real.rpow_natCast, one_div_pow]
  rw [Real.Gamma_nat_eq_factorial, e] at h
  simp only [add_sub_cancel_right, Real.rpow_natCast] at h
  rw [h]
  ring
```

Q: Splitting an integral into three requires each piece to converge.

A: Convergence follows from the value just found. Lean assigns the value zero to the integral of a non-integrable function, whereas $k!/b^{k+1}$ is positive, so the function must be integrable.

```lean
/-- The function `r^k exp(-b r)` is integrable on the half-line. -/
theorem slater_integrable (k : ℕ) {b : ℝ} (hb : 0 < b) :
    Integrable (fun r : ℝ => r ^ k * Real.exp (-(b * r))) (volume.restrict (Ioi 0)) := by
  by_contra h
  have h0 := slater_moment k hb
  rw [integral_undef h] at h0
  have : (0 : ℝ) < (k.factorial : ℝ) / b ^ (k + 1) := by positivity
  linarith
```

The derivative is the product rule. It is stated for the power `k + 1`, so from here on $k=n-1$.

```lean
/-- The radial derivative of a Slater function. -/
theorem slater_hasDerivAt (k : ℕ) (a r : ℝ) :
    HasDerivAt (slaterRadial (k + 1) a)
      (((k + 1) * r ^ k - a * r ^ (k + 1)) * Real.exp (-(a * r))) r := by
  have h1 := hasDerivAt_pow (k + 1) r
  have h2 := ((hasDerivAt_id' r).const_mul a).fun_neg.exp
  change HasDerivAt (fun x => x ^ (k + 1) * Real.exp (-(a * x))) _ r
  refine (h1.fun_mul h2).congr_deriv ?_
  simp only [Nat.add_sub_cancel]
  push_cast
  ring
```

Q: And the energy integral itself?

A: `slater_energy` follows the calculation by hand. `hnorm` identifies the norm with the moment of order $2k+2=2n$. `hpt` expands the energy density for $r>0$ into the three terms above, and `hlin` integrates them. Then `f1` and `f2` reduce the factorials to $(2k)!$, while `p1` and `p2` reduce the powers of $2a$. These common factors cancel, and `field_simp` and `ring` finish the algebra.

```lean
/-- The energy of a Slater function as an explicit quadratic function of its exponent. -/
theorem slater_energy (Z : ℝ) (l : ℕ) {n : ℕ} (hn : 1 ≤ n) {a : ℝ} (ha : 0 < a) :
    radialEnergy Z l (slaterRadial n a) =
      a ^ 2 * (n + 2 * l * (l + 1)) / (2 * n * (2 * n - 1)) - Z * a / n := by
  obtain ⟨k, rfl⟩ : ∃ k, n = k + 1 := ⟨n - 1, by omega⟩
  have hb : 0 < 2 * a := by positivity
  have hexp : ∀ r : ℝ, Real.exp (-(2 * a * r)) = Real.exp (-(a * r)) ^ 2 := by
    intro r
    rw [pow_two, ← Real.exp_add]
    congr 1
    ring
  -- the norm is a single moment
  have hnorm : ∫ r in Ioi (0 : ℝ), slaterRadial (k + 1) a r ^ 2 =
      ((2 * k + 2).factorial : ℝ) / (2 * a) ^ (2 * k + 2 + 1) := by
    rw [← slater_moment (2 * k + 2) hb]
    refine setIntegral_congr_fun measurableSet_Ioi (fun r _ => ?_)
    simp only [slaterRadial]
    rw [hexp]
    ring
  -- the energy density is a combination of three moments
  have hlin : ∀ c0 c1 c2 : ℝ, ∫ r in Ioi (0 : ℝ),
      (c0 * (r ^ (2 * k) * Real.exp (-(2 * a * r)))
        - c1 * (r ^ (2 * k + 1) * Real.exp (-(2 * a * r)))
        + c2 * (r ^ (2 * k + 2) * Real.exp (-(2 * a * r)))) =
      c0 * (((2 * k).factorial : ℝ) / (2 * a) ^ (2 * k + 1))
        - c1 * (((2 * k + 1).factorial : ℝ) / (2 * a) ^ (2 * k + 1 + 1))
        + c2 * (((2 * k + 2).factorial : ℝ) / (2 * a) ^ (2 * k + 2 + 1)) := by
    intro c0 c1 c2
    have i0 := (slater_integrable (2 * k) hb).const_mul c0
    have i1 := (slater_integrable (2 * k + 1) hb).const_mul c1
    have i2 := (slater_integrable (2 * k + 2) hb).const_mul c2
    rw [← slater_moment (2 * k) hb, ← slater_moment (2 * k + 1) hb,
      ← slater_moment (2 * k + 2) hb, ← integral_const_mul, ← integral_const_mul,
      ← integral_const_mul, ← integral_sub i0 i1]
    exact integral_add (i0.sub i1) i2
  have hpt : EqOn (fun r : ℝ => (deriv (slaterRadial (k + 1) a) r) ^ 2 / 2 +
        (l * (l + 1) / (2 * r ^ 2) - Z / r) * slaterRadial (k + 1) a r ^ 2)
      (fun r : ℝ => (((k : ℝ) + 1) ^ 2 + l * (l + 1)) / 2 *
          (r ^ (2 * k) * Real.exp (-(2 * a * r)))
        - (((k : ℝ) + 1) * a + Z) * (r ^ (2 * k + 1) * Real.exp (-(2 * a * r)))
        + a ^ 2 / 2 * (r ^ (2 * k + 2) * Real.exp (-(2 * a * r)))) (Ioi 0) := by
    intro r hr
    have hr' : r ≠ 0 := ne_of_gt hr
    have h0 : r ^ (2 * k) = (r ^ k) ^ 2 := by ring
    have h1 : r ^ (2 * k + 1) = (r ^ k) ^ 2 * r := by ring
    have h2 : r ^ (2 * k + 2) = (r ^ k) ^ 2 * r ^ 2 := by ring
    simp only [(slater_hasDerivAt k a r).deriv, slaterRadial]
    rw [hexp, h0, h1, h2, pow_succ r k]
    generalize r ^ k = p
    generalize Real.exp (-(a * r)) = E
    field_simp
    ring
  unfold radialEnergy
  rw [setIntegral_congr_fun measurableSet_Ioi hpt, hlin, hnorm]
  -- reduce all factorials and powers to common ones
  have f1 : ((2 * k + 1).factorial : ℝ) = (2 * k + 1) * ((2 * k).factorial : ℝ) := by
    rw [Nat.factorial_succ]
    push_cast
    ring
  have f2 : ((2 * k + 2).factorial : ℝ) =
      2 * (k + 1) * ((2 * k + 1) * ((2 * k).factorial : ℝ)) := by
    rw [← f1, show 2 * k + 2 = (2 * k + 1) + 1 from rfl, Nat.factorial_succ (2 * k + 1)]
    push_cast
    ring
  have p1 : (2 * a) ^ (2 * k + 1 + 1) = (2 * a) ^ (2 * k + 1) * (2 * a) := pow_succ _ _
  have p2 : (2 * a) ^ (2 * k + 2 + 1) = (2 * a) ^ (2 * k + 1) * (2 * a) ^ 2 := by ring
  have hP : (2 * a) ^ (2 * k + 1) ≠ 0 := by positivity
  have hF : ((2 * k).factorial : ℝ) ≠ 0 := by positivity
  have hk : (k : ℝ) + 1 ≠ 0 := by positivity
  have hk2 : 2 * (k : ℝ) + 1 ≠ 0 := by positivity
  rw [f2, f1, p1, p2]
  generalize (2 * a) ^ (2 * k + 1) = P at hP ⊢
  generalize ((2 * k).factorial : ℝ) = F at hF ⊢
  push_cast
  rw [show 2 * ((k : ℝ) + 1) - 1 = 2 * k + 1 by ring]
  field_simp
  ring
```

Q: So the quadratic is a theorem about the integral. Where is the square completed?

A: In the next lemma, which also records that the coefficient $C$ is positive.

```lean
/-- The Slater energy is `slaterMinimum` plus a positive multiple of the squared deviation
of the exponent from `optimalExponent`. -/
theorem slater_energy_square (Z : ℝ) (l : ℕ) {n : ℕ} (hn : 1 ≤ n) {a : ℝ} (ha : 0 < a) :
    0 < ((n : ℝ) + 2 * l * (l + 1)) / (2 * n * (2 * n - 1)) ∧
    radialEnergy Z l (slaterRadial n a) = slaterMinimum Z l n +
      ((n : ℝ) + 2 * l * (l + 1)) / (2 * n * (2 * n - 1)) * (a - optimalExponent Z l n) ^ 2 := by
  have h1 : (1 : ℝ) ≤ n := by exact_mod_cast hn
  have h0 : (0 : ℝ) < n := by linarith
  have hM : 0 < 2 * (n : ℝ) - 1 := by linarith
  have hD : 0 < (n : ℝ) + 2 * l * (l + 1) := by positivity
  refine ⟨by positivity, ?_⟩
  rw [slater_energy Z l hn ha]
  unfold slaterMinimum optimalExponent
  generalize (n : ℝ) + 2 * l * (l + 1) = D at hD ⊢
  generalize 2 * (n : ℝ) - 1 = M at hM ⊢
  field_simp
  ring
```

The gap identity is pure algebra and holds for every real $Z$.

```lean
/-- The gap between `slaterMinimum` and the hydrogenic energy is `Z² (n - (l+1))² / (2n (l+1)² (n +
2l(l+1)))`. -/
theorem slater_gap (Z : ℝ) (l : ℕ) {n : ℕ} (hn : 1 ≤ n) :
    slaterMinimum Z l n - hydrogenicLevel Z l = Z ^ 2 * ((n : ℝ) - (l + 1)) ^ 2 /
      (2 * n * ((l : ℝ) + 1) ^ 2 * (n + 2 * l * (l + 1))) := by
  have h0 : (0 : ℝ) < n := by exact_mod_cast hn
  have hD : (n : ℝ) + 2 * l * (l + 1) ≠ 0 := by positivity
  have hl : (l : ℝ) + 1 ≠ 0 := by positivity
  unfold slaterMinimum hydrogenicLevel
  field_simp
  ring
```

Q: Then the main theorem should be short.

A: It is mostly assembly. For attainment, the proof inserts $a_*$, which is positive because $Z>0$, and the square vanishes. For the lower bound, it uses that $C(a-a_*)^2$ is nonnegative. The inequality with the hydrogenic value is the sign of the gap. If the gap is zero, then $Z^2(n-l-1)^2=0$, and since $Z\neq0$ this forces $n=l+1$. The converse is substitution.

```lean
/-- Minimising the energy of a Slater function over its exponent gives `slaterMinimum`; this is
at least `-Z² / (2 (l+1)²)`, with equality exactly when `n = l + 1`. -/
theorem slater_variational_gap {Z : ℝ} (hZ : 0 < Z) (l : ℕ) {n : ℕ} (hn : 1 ≤ n) :
    IsLeast ((fun a => radialEnergy Z l (slaterRadial n a)) '' Ioi 0) (slaterMinimum Z l n) ∧
    hydrogenicLevel Z l ≤ slaterMinimum Z l n ∧
    (slaterMinimum Z l n = hydrogenicLevel Z l ↔ n = l + 1) := by
  have h1 : (1 : ℝ) ≤ n := by exact_mod_cast hn
  have h0 : (0 : ℝ) < n := by linarith
  have hM : 0 < 2 * (n : ℝ) - 1 := by linarith
  have hg := slater_gap Z l hn
  refine ⟨⟨?_, ?_⟩, ?_, ?_, ?_⟩
  · -- the minimum is attained at the optimal exponent
    have hopt : 0 < optimalExponent Z l n := by
      unfold optimalExponent
      positivity
    refine ⟨optimalExponent Z l n, hopt, ?_⟩
    change radialEnergy Z l (slaterRadial n (optimalExponent Z l n)) = _
    rw [(slater_energy_square Z l hn hopt).2, sub_self]
    ring
  · rintro _ ⟨a, ha, rfl⟩
    change _ ≤ radialEnergy Z l (slaterRadial n a)
    obtain ⟨hc, he⟩ := slater_energy_square Z l hn ha
    have := mul_nonneg hc.le (sq_nonneg (a - optimalExponent Z l n))
    linarith
  · have : 0 ≤ slaterMinimum Z l n - hydrogenicLevel Z l := by
      rw [hg]
      positivity
    linarith
  · intro h
    rw [h, sub_self] at hg
    rcases div_eq_zero_iff.mp hg.symm with h2 | h2
    · rcases mul_eq_zero.mp h2 with h3 | h3
      · exact absurd h3 (by positivity)
      · have h4 : (n : ℝ) - (l + 1) = 0 := pow_eq_zero_iff (two_ne_zero) |>.mp h3
        have h5 : (n : ℝ) = l + 1 := by linarith
        exact_mod_cast h5
    · exact absurd h2 (by positivity)
  · intro h
    have z : (n : ℝ) - (l + 1) = 0 := by
      rw [h]
      push_cast
      ring
    have : slaterMinimum Z l n - hydrogenicLevel Z l = 0 := by
      rw [hg, z]
      simp
    linarith
```

Q: And the statement about a single function?

A: Its energy exceeds the hydrogenic value by two nonnegative amounts, $C(a-a_*)^2$ and the gap. If the total is zero, both are zero, so $n=l+1$ and $a=a_*$. For $n=l+1$ we have $D=(l+1)(2l+1)$ and $2n-1=2l+1$, hence $a_*=Z/(l+1)$; this is `hopt` in the proof. In the other direction, these values make both amounts vanish.

```lean
/-- A single Slater function has energy `-Z² / (2 (l+1)²)` exactly when `n = l + 1` and its
exponent is `Z / (l+1)`. -/
theorem slater_exact_iff {Z : ℝ} (hZ : 0 < Z) (l : ℕ) {n : ℕ} (hn : 1 ≤ n) {a : ℝ}
    (ha : 0 < a) :
    radialEnergy Z l (slaterRadial n a) = hydrogenicLevel Z l ↔
      n = l + 1 ∧ a = Z / (l + 1) := by
  obtain ⟨hc, he⟩ := slater_energy_square Z l hn ha
  obtain ⟨-, hle, hiff⟩ := slater_variational_gap hZ l hn
  have hopt : n = l + 1 → optimalExponent Z l n = Z / (l + 1) := by
    intro h
    have hl : (l : ℝ) + 1 ≠ 0 := by positivity
    have hD : (l : ℝ) + 1 + 2 * l * (l + 1) ≠ 0 := by positivity
    unfold optimalExponent
    rw [h]
    push_cast
    rw [div_eq_div_iff hD hl]
    ring
  constructor
  · intro h
    -- both non-negative parts of the excess over the hydrogenic energy must vanish
    have hs := mul_nonneg hc.le (sq_nonneg (a - optimalExponent Z l n))
    have hnl : n = l + 1 := hiff.mp (by linarith)
    have hz : ((n : ℝ) + 2 * l * (l + 1)) / (2 * n * (2 * n - 1)) *
        (a - optimalExponent Z l n) ^ 2 = 0 := by linarith
    have h2 := (mul_eq_zero.mp hz).resolve_left hc.ne'
    have h3 : a - optimalExponent Z l n = 0 := pow_eq_zero_iff (two_ne_zero) |>.mp h2
    exact ⟨hnl, by rw [← hopt hnl]; linarith⟩
  · rintro ⟨hnl, ha⟩
    rw [he, hopt hnl, ← ha, sub_self, hiff.mpr hnl]
    ring

end

end SlaterVariationalGap
```

```lean
#print axioms SlaterVariationalGap.slater_energy_square
-- 'SlaterVariationalGap.slater_energy_square' depends on axioms: [propext, Classical.choice, Quot.sound]
#print axioms SlaterVariationalGap.slater_exact_iff
-- 'SlaterVariationalGap.slater_exact_iff' depends on axioms: [propext, Classical.choice, Quot.sound]
```

Q: I withdraw the suspicion about the quadratic. My remaining reservation is that the hydrogenic value is put in by hand.

A: That is a fair reservation. To remove it, one would prove that no admissible $u$ in the channel $l$ has an energy below $-Z^2/(2(l+1)^2)$, which is a statement about a much larger class of functions.
